# Unique Sternheimer response at a simple eigenvalue of a non-Hermitian matrix

When a non-Hermitian matrix $A$ is perturbed, the first-order change of a right eigenvector solves a singular linear system, and the modelling choice is how to single out one solution when left and right eigenvectors are not conjugates of each other. Here a row vector $l$ does this through the bilinear product $l\,v=\sum_i l_i v_i$, with no complex conjugation.

Let $z$ be an eigenvalue of $A$ with right eigenvector $r$, and write $A-z$ for $A$ minus $z$ times the identity. For a given source vector $b$, the problem is to find $u$ with

$$(A-z)u=-(b-r\,(l\,b)),\qquad l\,u=0 .$$

If the kernel of $A-z$ is the line spanned by $r$, and if $lA=zl$ and $l\,r=1$, then exactly one such $u$ exists for every $b$. In a resonance calculation with a complex absorbing potential, represented by a finite matrix, this gives the first-order response of such an eigenvector to a prescribed perturbation from one nonsingular linear system, without a sum over the other eigenvectors.

## The shifted matrix and the eigenvector pair

The entries are complex and the index set `n` is finite. Vectors are functions `n → ℂ`, whether they act as rows or as columns. The symbol `*ᵥ` applies a matrix to a column, `ᵥ*` applies a row to a matrix, and `⬝ᵥ` is the bilinear product above.

```lean
import Mathlib

open Matrix

namespace NonHermitianSternheimer

noncomputable section

variable {n : Type*} [Fintype n] [DecidableEq n]
```

The singular operator of the problem is $A-z$.

```lean
/-- The shifted matrix `A - z`. -/
def shifted (A : Matrix n n ℂ) (z : ℂ) : Matrix n n ℂ := A - z • (1 : Matrix n n ℂ)
```

The assumptions on the eigenvectors are

$$(A-z)v=0\iff v=c\,r\ \text{for some }c\in\mathbb C,\qquad lA=zl,\qquad l\,r=1 .$$

The first says that no second, independent state shares the eigenvalue. The second makes $l$ a left eigenvector. The third fixes the relative scale of $l$ and $r$, which is possible only if their product is nonzero; it also ensures $r\neq0$. For a Hermitian $A$ and a unit vector $r$, the complex conjugate of $r$ serves as $l$, and $l\,v$ becomes the usual inner product $\langle r|v\rangle$.

In `NondegeneratePair` these are the fields `ker`, `left` and `normalized`. They are assumed of the given data, and Hermiticity is nowhere required.

```lean
/-- The kernel of `A - z` is the line spanned by `r`, and `l` is a left eigenvector of `A`
for the same `z`, normalised by `l r = 1`. -/
structure NondegeneratePair (A : Matrix n n ℂ) (z : ℂ) (r l : n → ℂ) : Prop where
  ker : ∀ v, shifted A z *ᵥ v = 0 ↔ ∃ c : ℂ, v = c • r
  left : l ᵥ* A = z • l
  normalized : l ⬝ᵥ r = 1
```

## A nonsingular matrix of the same size

The matrix $A-z$ has no inverse, since it sends $r$ to zero. Adding the outer product of $r$ and $l$ repairs this:

$$B=A-z+r\,l,\qquad B_{ij}=(A-z)_{ij}+r_i l_j .$$

The code calls $B$ `bordered`. In numerical linear algebra that word often means a matrix enlarged by a row and a column, whereas $B$ has the same size as $A$.

```lean
/-- The bordered matrix `A - z + r l`, in which the outer product of `r` and `l` is added
to the shifted matrix. -/
def bordered (A : Matrix n n ℂ) (z : ℂ) (r l : n → ℂ) : Matrix n n ℂ :=
  shifted A z + vecMulVec r l
```

On a vector $v$ the shifted matrix acts as

$$(A-z)v=Av-zv .$$

```lean
/-- The shifted matrix sends `v` to `A v - z v`. -/
theorem shifted_mulVec (A : Matrix n n ℂ) (z : ℂ) (v : n → ℂ) :
    shifted A z *ᵥ v = A *ᵥ v - z • v := by
  simp [shifted, Matrix.sub_mulVec, Matrix.smul_mulVec]
```

The outer product sends $v$ to $r$ times the number $l\,v$, because $\sum_j r_i l_j v_j=r_i\,(l\,v)$. Hence

$$Bv=(A-z)v+r\,(l\,v).$$

The proof compares the two sides component by component.

```lean
/-- The bordered matrix sends `v` to `(A - z) v + r (l v)`. -/
theorem bordered_mulVec (A : Matrix n n ℂ) (z : ℂ) (r l v : n → ℂ) :
    bordered A z r l *ᵥ v = shifted A z *ᵥ v + (l ⬝ᵥ v) • r := by
  rw [bordered, Matrix.add_mulVec]
  congr 1
  ext i
  simp only [Matrix.mulVec, dotProduct, Matrix.vecMulVec_apply, Pi.smul_apply,
    smul_eq_mul, Finset.sum_mul]
  exact Finset.sum_congr rfl fun j _ => by ring
```

The left eigenvector annihilates everything that $A-z$ can produce:

$$l\,(A-z)v=(lA)v-z\,(l\,v)=z\,(l\,v)-z\,(l\,v)=0 .$$

A source with a nonzero component $l\,b$ therefore cannot stand alone on the right-hand side of the equation, and the subtraction of $r\,(l\,b)$ removes that component. In Lean, `Matrix.dotProduct_mulVec` moves the matrix onto the row, where `h.left` applies.

```lean
variable {A : Matrix n n ℂ} {z : ℂ} {r l : n → ℂ}

/-- For a nondegenerate pair, the left eigenvector annihilates every vector `(A - z) v`. -/
theorem NondegeneratePair.left_residual (h : NondegeneratePair A z r l) (v : n → ℂ) :
    l ⬝ᵥ (shifted A z *ᵥ v) = 0 := by
  rw [shifted_mulVec, dotProduct_sub, Matrix.dotProduct_mulVec, h.left, smul_dotProduct,
    dotProduct_smul, sub_self]
```

Applying $l$ to $Bv$ and using $l\,r=1$ gives

$$l\,Bv=l\,(A-z)v+(l\,r)(l\,v)=0+l\,v=l\,v .$$

So $B$ preserves the component measured by $l$.

```lean
/-- For a nondegenerate pair, the bordered matrix leaves the component `l v` unchanged. -/
theorem NondegeneratePair.left_bordered (h : NondegeneratePair A z r l) (v : n → ℂ) :
    l ⬝ᵥ (bordered A z r l *ᵥ v) = l ⬝ᵥ v := by
  rw [bordered_mulVec, dotProduct_add, h.left_residual, dotProduct_smul, h.normalized]
  simp
```

Now suppose $Bv=Bw$ and put $d=v-w$, so that $Bd=0$. The preserved component gives $l\,d=l\,Bd=0$. The outer-product term in $Bd$ then vanishes, which leaves $(A-z)d=0$. By the kernel condition $d=c\,r$ for some $c$, and

$$0=l\,d=c\,(l\,r)=c .$$

Thus $d=0$ and $v=w$. A square matrix that is injective on vectors is invertible, which is the equivalence used in the first line of the proof. The hypothesis `hB` records $Bd=0$, `h0` records $l\,d=0$, and `obtain` extracts the coefficient $c$.

```lean
/-- For a nondegenerate pair, the bordered matrix `A - z + r l` is invertible. -/
theorem NondegeneratePair.isUnit_bordered (h : NondegeneratePair A z r l) :
    IsUnit (bordered A z r l) := by
  rw [← Matrix.mulVec_injective_iff_isUnit]
  intro v w hvw
  have hB : bordered A z r l *ᵥ (v - w) = 0 := by
    rw [Matrix.mulVec_sub]
    exact sub_eq_zero.mpr hvw
  have h0 : l ⬝ᵥ (v - w) = 0 := by
    rw [← h.left_bordered (v - w), hB, dotProduct_zero]
  rw [bordered_mulVec, h0, zero_smul, add_zero] at hB
  -- the difference lies on the line of `r` and has no component along it
  obtain ⟨c, hc⟩ := (h.ker _).1 hB
  rw [hc, dotProduct_smul, h.normalized, smul_eq_mul, mul_one] at h0
  rw [h0, zero_smul] at hc
  exact sub_eq_zero.mp hc
```

## Existence and uniqueness of the response

Write $f=b-r\,(l\,b)$ for the projected source. It has no component along $r$ as measured by $l$:

$$l\,f=l\,b-(l\,r)(l\,b)=0 .$$

If $u$ satisfies $l\,u=0$ and $(A-z)u=-f$, then

$$Bu=(A-z)u+r\,(l\,u)=-f,\qquad\text{so}\qquad u=-B^{-1}f .$$

Conversely, let $u=-B^{-1}f$. Then $Bu=-f$, and applying $l$ gives

$$l\,u=l\,Bu=-l\,f=0 .$$

The outer-product term in $Bu$ is therefore zero, and $Bu=-f$ reduces to $(A-z)u=-f$.

The theorem states this equivalence. In its proof, `generalize` replaces the projected source by a letter `f`, of which only $l\,f=0$ is remembered. The two branches after `constructor` are the two directions just given. The invertibility of $B$ enters as `hdet`, a statement about its determinant that allows the matrix inverse to be cancelled.

```lean
/-- For a nondegenerate pair, `u` solves the Sternheimer equation with `l u = 0` exactly when
it is given by the inverse of the bordered matrix acting on the projected source. -/
theorem sternheimer_iff (h : NondegeneratePair A z r l) (b u : n → ℂ) :
    (l ⬝ᵥ u = 0 ∧ shifted A z *ᵥ u = -(b - (l ⬝ᵥ b) • r)) ↔
      u = -((bordered A z r l)⁻¹ *ᵥ (b - (l ⬝ᵥ b) • r)) := by
  have hdet : IsUnit (bordered A z r l).det :=
    (Matrix.isUnit_iff_isUnit_det _).1 h.isUnit_bordered
  have hf : l ⬝ᵥ (b - (l ⬝ᵥ b) • r) = 0 := by
    rw [dotProduct_sub, dotProduct_smul, h.normalized]
    simp
  generalize b - (l ⬝ᵥ b) • r = f at hf ⊢
  constructor
  · rintro ⟨h0, h1⟩
    have hB : bordered A z r l *ᵥ u = -f := by
      rw [bordered_mulVec, h0, h1, zero_smul, add_zero]
    rw [← Matrix.mulVec_neg, ← hB, Matrix.mulVec_mulVec,
      Matrix.nonsing_inv_mul _ hdet, Matrix.one_mulVec]
  · intro hu
    have hB : bordered A z r l *ᵥ u = -f := by
      rw [hu, Matrix.mulVec_neg, Matrix.mulVec_mulVec,
        Matrix.mul_nonsing_inv _ hdet, Matrix.one_mulVec]
    have h0 : l ⬝ᵥ u = 0 := by
      rw [← h.left_bordered u, hB, dotProduct_neg, hf, neg_zero]
    rw [bordered_mulVec, h0, zero_smul, add_zero] at hB
    exact ⟨h0, hB⟩
```

The formula supplies a solution, and any other solution must equal the same expression. This is the result stated at the start, with `∃!` meaning "there is exactly one". The condition $l\,u=0$ selects the solution, since adding a multiple of $r$ to $u$ leaves $(A-z)u$ unchanged.

```lean
/-- For a nondegenerate pair and every source `b`, exactly one `u` satisfies `l u = 0` and
the Sternheimer equation `(A - z) u = -(b - r (l b))`. -/
theorem sternheimer_existsUnique (h : NondegeneratePair A z r l) (b : n → ℂ) :
    ∃! u : n → ℂ, l ⬝ᵥ u = 0 ∧ shifted A z *ᵥ u = -(b - (l ⬝ᵥ b) • r) :=
  ⟨_, (sternheimer_iff h b _).2 rfl, fun u hu => (sternheimer_iff h b u).1 hu⟩
```

## Derivatives of the eigenvalue and eigenvector

Let $A(t)$, $z(t)$ and $r(t)$ depend on a real parameter $t$, with

$$A(t)r(t)=z(t)r(t),\qquad l\,r(t)=1\quad\text{for all }t .$$

The row $l$ is fixed: it is the left eigenvector at $t=0$. This normalisation differs from keeping $r(t)$ at unit length, and multiplying $r(t)$ by a differentiable factor $c(t)$ with $c(0)=1$ adds $c'(0)\,r(0)$ to the derivative. Primes denote derivatives at $t=0$, and below $A$, $z$ and $r$ without an argument are the values there.

Differentiating the eigenvalue equation and the normalisation gives

$$A'r+Ar'=z'r+zr',\qquad l\,r'=0 .$$

The first equation rearranges to

$$(A-z)r'=z'r-A'r .$$

Applying $l$ makes the left side vanish, so

$$0=z'(l\,r)-l\,A'r,\qquad\text{that is}\qquad z'=l\,A'r .$$

This is the Hellmann–Feynman formula with a left eigenvector in place of the conjugate of $r$. Substituting it back yields

$$(A-z)r'=-(A'r-r\,(l\,A'r)),$$

which is the Sternheimer equation with source $b=A'r$. Hence $r'=-B^{-1}(A'r-r\,(l\,A'r))$.

In the formal version, `hA`, `hz` and `hr` assume that the matrix entries, the eigenvalue and the eigenvector components are differentiable at zero. The existence of a differentiable eigenpair is thus an input, and the theorem identifies its derivatives. The proof obtains `hE` and `h0` by differentiating finite sums and using the uniqueness of derivatives; `hS` is the rearranged equation, and `hz'` follows by applying $l$. The last two lines pass the result to `sternheimer_iff`.

```lean
/-- Let `A t`, `z t`, `r t` be differentiable at `t = 0`, with `A t r t = z t r t` and
`l r t = 1` for all `t`, and let the pair at `t = 0` be nondegenerate. Then `z' = l A' r`, and
`r'` is the Sternheimer solution with source `A' r`. -/
theorem eigenpair_response {A : ℝ → Matrix n n ℂ} {z : ℝ → ℂ} {r : ℝ → n → ℂ}
    {A' : Matrix n n ℂ} {z' : ℂ} {r' : n → ℂ}
    (h : NondegeneratePair (A 0) (z 0) (r 0) l)
    (heig : ∀ t, A t *ᵥ r t = z t • r t) (hnorm : ∀ t, l ⬝ᵥ r t = 1)
    (hA : ∀ i j, HasDerivAt (fun t => A t i j) (A' i j) 0)
    (hz : HasDerivAt z z' 0) (hr : ∀ i, HasDerivAt (fun t => r t i) (r' i) 0) :
    z' = l ⬝ᵥ (A' *ᵥ r 0) ∧
      r' = -((bordered (A 0) (z 0) (r 0) l)⁻¹ *ᵥ
        (A' *ᵥ r 0 - (l ⬝ᵥ (A' *ᵥ r 0)) • r 0)) := by
  -- differentiate the eigenvalue equation
  have hE : A' *ᵥ r 0 + A 0 *ᵥ r' = z' • r 0 + z 0 • r' := by
    ext i
    have h1 : HasDerivAt (fun t => ∑ j, A t i j * r t j)
        (∑ j, (A' i j * r 0 j + A 0 i j * r' j)) 0 :=
      HasDerivAt.fun_sum fun j _ => (hA i j).fun_mul (hr j)
    have h2 : HasDerivAt (fun t => z t * r t i) (z' * r 0 i + z 0 * r' i) 0 :=
      hz.fun_mul (hr i)
    have h3 : (fun t => ∑ j, A t i j * r t j) = fun t => z t * r t i :=
      funext fun t => congrFun (heig t) i
    rw [h3] at h1
    have h4 := h1.unique h2
    simpa [Matrix.mulVec, dotProduct, Finset.sum_add_distrib] using h4
  -- differentiate the normalisation
  have h0 : l ⬝ᵥ r' = 0 := by
    have h4 : HasDerivAt (fun t => ∑ j, l j * r t j) (∑ j, l j * r' j) 0 :=
      HasDerivAt.fun_sum fun j _ => (hr j).const_mul (l j)
    have h5 : (fun t => ∑ j, l j * r t j) = fun _ => (1 : ℂ) := funext hnorm
    rw [h5] at h4
    exact h4.unique (hasDerivAt_const _ _)
  have hS : shifted (A 0) (z 0) *ᵥ r' = z' • r 0 - A' *ᵥ r 0 := by
    rw [shifted_mulVec]
    linear_combination (norm := module) hE
  have hz' : z' = l ⬝ᵥ (A' *ᵥ r 0) := by
    have h6 := h.left_residual r'
    rw [hS, dotProduct_sub, dotProduct_smul, h.normalized, smul_eq_mul, mul_one] at h6
    exact sub_eq_zero.mp h6
  refine ⟨hz', (sternheimer_iff h _ _).1 ⟨h0, ?_⟩⟩
  rw [hS, ← hz', neg_sub]
```

The source is prescribed. In a self-consistent calculation, where the perturbing potential depends on the response, the theorem describes one linear solve with that potential held fixed. The step from a differential operator to its matrix in a finite basis lies between these statements and a real system, and the hypotheses say nothing about the error it introduces.

## A non-Hermitian example and a defective matrix

The assumptions can be met by a matrix that is not Hermitian. Take

$$A=\begin{pmatrix}0&1\\0&1\end{pmatrix},\qquad z=0,\qquad r=\begin{pmatrix}1\\0\end{pmatrix},\qquad l=(1,-1).$$

With components numbered from zero, as in Lean, $Av=(v_1,v_1)$. This vanishes exactly when $v_1=0$, that is, when $v=v_0\,r$. Moreover $lA=(0,1-1)=0$ and $l\,r=1$. Here $B$ is the identity, so the response to $b=(b_0,b_1)$ is $u=-(b_1,b_1)$.

The proof checks the three fields in turn, taking `v 0` as the coefficient of $r$.

```lean
/-- The matrix with rows `(0, 1)` and `(0, 1)`, with `z = 0`, `r = (1, 0)` and `l = (1, -1)`,
forms a nondegenerate pair. -/
theorem nondegeneratePair_witness :
    NondegeneratePair !![0, 1; 0, 1] 0 ![1, 0] ![1, -1] where
  ker := by
    intro v
    rw [shifted_mulVec]
    constructor
    · intro hv
      have h1 := congrFun hv 0
      simp [dotProduct, Fin.sum_univ_two] at h1
      refine ⟨v 0, ?_⟩
      ext i
      fin_cases i <;> simp [h1]
    · rintro ⟨c, rfl⟩
      ext i
      fin_cases i <;> simp
  left := by
    ext i
    fin_cases i <;> simp [Matrix.vecMul, dotProduct, Fin.sum_univ_two]
  normalized := by simp [dotProduct, Fin.sum_univ_two]
```

A Jordan block behaves differently. It models an exceptional point, where two eigenvalues and their eigenvectors have merged:

$$J=\begin{pmatrix}z&1\\0&z\end{pmatrix}.$$

For any right eigenvector $r$, the equation $(J-z)r=(r_1,0)=0$ gives $r_1=0$. For any left eigenvector $l$, component 1 of $lJ=zl$ reads $l_0+zl_1=zl_1$, so $l_0=0$. Therefore

$$l\,r=l_0r_0+l_1r_1=0,$$

and no rescaling can turn this into 1. The kernel of $J-z$ is still a single line, and nonzero left eigenvectors exist, so these two properties alone do not guarantee $l\,r\neq0$.

In the proof, `hr1` and `hl0` are the two vanishing components, and the final simplification turns the assumed normalisation into the contradiction $0=1$.

```lean
/-- A two-dimensional Jordan block with eigenvalue `z` admits no nondegenerate pair at `z`. -/
theorem jordan_block_no_pair (z : ℂ) (r l : Fin 2 → ℂ) :
    ¬ NondegeneratePair !![z, 1; 0, z] z r l := by
  intro h
  have hr := (h.ker r).2 ⟨1, (one_smul ℂ r).symm⟩
  rw [shifted_mulVec] at hr
  have h1 := congrFun hr 0
  have h2 := congrFun h.left 1
  have h3 := h.normalized
  simp [dotProduct, Fin.sum_univ_two] at h1
  simp [Matrix.vecMul, dotProduct, Fin.sum_univ_two] at h2
  -- right and left eigenvectors have complementary supports
  have hr1 : r 1 = 0 := by linear_combination h1
  have hl0 : l 0 = 0 := by linear_combination h2
  simp [dotProduct, Fin.sum_univ_two, hr1, hl0] at h3

end

end NonHermitianSternheimer
```

```lean
#print axioms NonHermitianSternheimer.sternheimer_existsUnique
#print axioms NonHermitianSternheimer.eigenpair_response
#print axioms NonHermitianSternheimer.jordan_block_no_pair
```

```
'NonHermitianSternheimer.sternheimer_existsUnique' depends on axioms: [propext, Classical.choice, Quot.sound]
'NonHermitianSternheimer.eigenpair_response' depends on axioms: [propext, Classical.choice, Quot.sound]
'NonHermitianSternheimer.jordan_block_no_pair' depends on axioms: [propext, Classical.choice, Quot.sound]
```
